# The sign count of a Green's function can change inside a gap at fixed density

To test the Luttinger count on an insulator with one orbital per cell, one takes the computed Green's function $G_k$ of one spin component at each momentum $k$, places the chemical potential $\mu$ in the gap, counts the momenta with $G_k(\mu)>0$ and compares with the density. For finitely many momenta and poles, at zero temperature and with poles and weights that do not change with $\mu$, the theorems below show that the density does not depend on where in the gap $\mu$ is placed, while the count can.

## The model

```lean
import Mathlib

open Finset

namespace LuttingerGap

noncomputable section

variable {ι K : Type*} [Fintype ι] [Fintype K]
```

`ι` is a finite set of pole labels $j$, and `K` a finite set of momenta $k$.

```lean
/-- Green's function on the real axis in Lehmann form, with poles `e j` and weights `w j`. -/
def green (w e : ι → ℝ) (x : ℝ) : ℝ := ∑ j, w j / (x - e j)
```

`w e : ι → ℝ` are two lists of real numbers, and `w j` means $w_j$. With pole energies $e_j$, weights $w_j$ and a real energy $x$,
$$G(x)=\sum_j \frac{w_j}{x-e_j}.$$
This is the Lehmann form of one diagonal component of the Green's function, without broadening. Several poles may coincide, and no sum rule on the weights is imposed.

```lean
/-- Spectral weight carried by the poles below the energy `x`. -/
def weightBelow (w e : ι → ℝ) (x : ℝ) : ℝ := ∑ j ∈ univ.filter (fun j => e j < x), w j
```

`univ.filter (fun j => e j < x)` is the set of labels with $e_j<x$, so this is $n(x)=\sum_{e_j<x} w_j$. At zero temperature $n(\mu)$ is read as the occupation.

```lean
/-- `a < b` are adjacent poles: both are poles and no pole lies strictly between them. -/
structure IsGap (e : ι → ℝ) (a b : ℝ) : Prop where
  lt : a < b
  left : ∃ j, e j = a
  right : ∃ j, e j = b
  outside : ∀ j, e j ≤ a ∨ b ≤ e j
```

`IsGap e a b` bundles four conditions: $a<b$, some pole sits at $a$, some pole sits at $b$, and every pole has $e_j\le a$ or $e_j\ge b$. At least two labels are therefore needed.

```lean
/-- Luttinger count: the number of momenta `k` with `G_k(μ) > 0`. -/
def luttingerCount (w e : K → ι → ℝ) (μ : ℝ) : ℕ :=
  (univ.filter (fun k => 0 < green (w k) (e k) μ)).card
```

Now `w k j` is $w_{k,j}$ and `e k j` is $e_{k,j}$, with the same labels for every $k$. The count is $L(\mu)=\#\{k: G_k(\mu)>0\}$; a momentum with $G_k(\mu)=0$ is not counted.

```lean
/-- Density: the spectral weight below `μ` summed over all momenta. -/
def density (w e : K → ι → ℝ) (μ : ℝ) : ℝ := ∑ k, weightBelow (w k) (e k) μ
```

The density is $N(\mu)=\sum_k n_k(\mu)$, with $n_k$ the weight function of momentum $k$. Like $L$, it is a total, not divided by the number of momenta. Poles and weights are held fixed as $\mu$ moves: that the ground state stays the same across the gap is built in, not derived from a Hamiltonian.

```lean
/-- The function `(x - a)(b - x)/(x - ε)`, with the common factor cancelled when `ε` is
one of the edges `a`, `b`. -/
def cleared (a b ε x : ℝ) : ℝ :=
  if ε = a then b - x else if ε = b then a - x else (x - a) * (b - x) / (x - ε)
```

This auxiliary function is $c_\varepsilon(x)=(x-a)(b-x)/(x-\varepsilon)$ for a pole energy $\varepsilon$, simplified to $b-x$ when $\varepsilon=a$ and to $a-x$ when $\varepsilon=b$. Lean gives division by zero the value $0$, so without the cancellation $c_a(a)$ would be $0$ instead of the limit $b-a$; $G$ itself is only evaluated strictly inside a gap.

## One momentum

```lean
/-- With positive weights, `G` is strictly decreasing between adjacent poles. -/
theorem green_strictAntiOn {w e : ι → ℝ} {a b : ℝ} (hw : ∀ j, 0 < w j) (hg : IsGap e a b) :
    StrictAntiOn (green w e) (Set.Ioo a b) := by
  intro x hx y hy hxy
  obtain ⟨j0, -⟩ := hg.left
  refine Finset.sum_lt_sum_of_nonempty ⟨j0, mem_univ _⟩ fun j _ => ?_
  -- x and y lie on the same side of every pole
  have hp : 0 < (x - e j) * (y - e j) := by
    rcases hg.outside j with h | h
    · exact mul_pos (by linarith [hx.1]) (by linarith [hy.1])
    · exact mul_pos_of_neg_of_neg (by linarith [hx.2]) (by linarith [hy.2])
  have h1 : x - e j ≠ 0 := left_ne_zero_of_mul hp.ne'
  have h2 : y - e j ≠ 0 := right_ne_zero_of_mul hp.ne'
  have key : w j / (x - e j) - w j / (y - e j) = w j * (y - x) / ((x - e j) * (y - e j)) := by
    rw [div_sub_div _ _ h1 h2]
    congr 1
    ring
  have hpos : 0 < w j * (y - x) / ((x - e j) * (y - e j)) :=
    div_pos (mul_pos (hw j) (sub_pos.mpr hxy)) hp
  linarith
```

The arguments `hw` and `hg` are the hypotheses: all $w_j>0$, and $(a,b)$ is a gap. `Set.Ioo a b` is the open interval, and `StrictAntiOn` says that $x<y$ in it implies $G(y)<G(x)$. By hand,
$$\frac{w_j}{x-e_j}-\frac{w_j}{y-e_j}=\frac{w_j\,(y-x)}{(x-e_j)(y-e_j)}.$$
If $e_j\le a$ both factors in the denominator are positive, and if $e_j\ge b$ both are negative, so each term is positive. The step `hp` is this case split, `key` is the identity, and `Finset.sum_lt_sum_of_nonempty` adds the strict inequalities, the pole at $a$ showing that the sum has a term.

```lean
/-- For a pole `ε` outside the open interval `(a, b)` the cleared term is continuous on
the closed interval `[a, b]`. -/
theorem cleared_continuousOn {a b ε : ℝ} (h : ε ≤ a ∨ b ≤ ε) :
    ContinuousOn (cleared a b ε) (Set.Icc a b) := by
  by_cases h1 : ε = a
  · have e1 : cleared a b ε = fun x => b - x := by
      funext x
      rw [cleared, if_pos h1]
    rw [e1]
    fun_prop
  by_cases h2 : ε = b
  · have e2 : cleared a b ε = fun x => a - x := by
      funext x
      rw [cleared, if_neg h1, if_pos h2]
    rw [e2]
    fun_prop
  have e3 : cleared a b ε = fun x => (x - a) * (b - x) / (x - ε) := by
    funext x
    rw [cleared, if_neg h1, if_neg h2]
  rw [e3]
  refine ContinuousOn.div (f := fun x => (x - a) * (b - x)) (g := fun x => x - ε)
    (by fun_prop) (by fun_prop) fun x hx => ?_
  rcases h with h | h
  · have : ε < a := lt_of_le_of_ne h h1
    exact ne_of_gt (by linarith [hx.1])
  · have : b < ε := lt_of_le_of_ne h (Ne.symm h2)
    exact ne_of_lt (by linarith [hx.2])
```

`Set.Icc a b` is the closed interval. The two edge cases are linear functions. Otherwise $\varepsilon<a$ or $\varepsilon>b$ strictly, the denominator $x-\varepsilon$ has no zero on $[a,b]$, and `ContinuousOn.div` applies.

```lean
/-- With positive weights, `G` vanishes somewhere between adjacent poles. -/
theorem green_exists_zero {w e : ι → ℝ} {a b : ℝ} (hw : ∀ j, 0 < w j) (hg : IsGap e a b) :
    ∃ z ∈ Set.Ioo a b, green w e z = 0 := by
  have hab := hg.lt
  have hc : ContinuousOn (fun x => ∑ j, w j * cleared a b (e j) x) (Set.Icc a b) :=
    continuousOn_finsetSum _ fun j _ =>
      continuousOn_const.mul (cleared_continuousOn (hg.outside j))
  -- at the lower edge only the pole at a survives, at the upper edge only the pole at b
  have hA : 0 < ∑ j, w j * cleared a b (e j) a := by
    obtain ⟨j0, hj0⟩ := hg.left
    refine Finset.sum_pos' (fun j _ => mul_nonneg (hw j).le ?_)
      ⟨j0, mem_univ _, mul_pos (hw j0) ?_⟩
    · unfold cleared
      split_ifs
      · linarith
      · simp
      · simp
    · rw [cleared, if_pos hj0]
      linarith
  have hB : ∑ j, w j * cleared a b (e j) b < 0 := by
    obtain ⟨j0, hj0⟩ := hg.right
    have hne : e j0 ≠ a := by rw [hj0]; exact hab.ne'
    have hlt : ∑ j, w j * cleared a b (e j) b < ∑ _j : ι, (0 : ℝ) := by
      refine Finset.sum_lt_sum (fun j _ => mul_nonpos_of_nonneg_of_nonpos (hw j).le ?_)
        ⟨j0, mem_univ _, mul_neg_of_pos_of_neg (hw j0) ?_⟩
      · unfold cleared
        split_ifs
        · simp
        · linarith
        · simp
      · rw [cleared, if_neg hne, if_pos hj0]
        linarith
    simpa using hlt
  obtain ⟨z, hz, hz0⟩ := intermediate_value_Ioo' hab.le hc ⟨hB, hA⟩
  refine ⟨z, hz, ?_⟩
  have h1 : z - a ≠ 0 := ne_of_gt (by linarith [hz.1])
  have h2 : z - b ≠ 0 := ne_of_lt (by linarith [hz.2])
  have h3 : b - z ≠ 0 := ne_of_gt (by linarith [hz.2])
  have hF : ∑ j, w j * cleared a b (e j) z = (z - a) * (b - z) * green w e z := by
    rw [green, Finset.mul_sum]
    refine Finset.sum_congr rfl fun j _ => ?_
    unfold cleared
    split_ifs with ha hb
    · rw [ha]
      field_simp
    · rw [hb]
      field_simp
      ring
    · ring
  have hz1 : (z - a) * (b - z) * green w e z = 0 := hF.symm.trans hz0
  exact (mul_eq_zero.mp hz1).resolve_left (mul_ne_zero h1 h3)
```

There is a $z\in(a,b)$ with $G(z)=0$. Since $G$ diverges at both edges, the argument uses $F(x)=\sum_j w_j\,c_{e_j}(x)$, continuous on $[a,b]$ (`hc`). Let $W_a$ and $W_b$ be the total weights of the poles at $a$ and at $b$, both positive. At $x=a$ every term with $e_j\ne a$ vanishes, so $F(a)=W_a(b-a)>0$; likewise $F(b)=W_b(a-b)<0$. The steps `hA` and `hB` keep only these signs: all terms have the weak sign and one has the strict sign. `intermediate_value_Ioo'` gives $z$ with $F(z)=0$. Inside the gap $F(z)=(z-a)(b-z)\,G(z)$ (`hF`) with a nonzero prefactor, so $G(z)=0$.

```lean
/-- With positive weights, between adjacent poles there is an energy `z` such that `G` is positive exactly below `z`,
zero exactly at `z`, and negative exactly above `z`. -/
theorem green_sign_in_gap {w e : ι → ℝ} {a b : ℝ} (hw : ∀ j, 0 < w j) (hg : IsGap e a b) :
    ∃ z ∈ Set.Ioo a b, ∀ x ∈ Set.Ioo a b,
      (0 < green w e x ↔ x < z) ∧ (green w e x = 0 ↔ x = z) ∧ (green w e x < 0 ↔ z < x) := by
  obtain ⟨z, hz, h0⟩ := green_exists_zero hw hg
  have hs := green_strictAntiOn hw hg
  refine ⟨z, hz, fun x hx => ?_⟩
  rw [← h0]
  exact ⟨hs.lt_iff_gt hz hx, ⟨fun h => hs.injOn hx hz h, fun h => by rw [h]⟩,
    hs.lt_iff_gt hx hz⟩
```

There is a $z\in(a,b)$ such that for all $x\in(a,b)$
$$G(x)>0\iff x<z,\qquad G(x)=0\iff x=z,\qquad G(x)<0\iff z<x.$$
The middle clause makes the zero unique. The proof replaces $0$ by $G(z)$ with `rw [← h0]`; each clause then compares $G(x)$ with $G(z)$, and strict decrease turns that into a comparison of $x$ with $z$.

```lean
/-- Inside a gap the weight below `x` is the weight of the poles at or below the lower edge,
whatever `x`. -/
theorem weightBelow_in_gap (w : ι → ℝ) {e : ι → ℝ} {a b x : ℝ} (hg : IsGap e a b)
    (hx : x ∈ Set.Ioo a b) :
    weightBelow w e x = ∑ j ∈ univ.filter (fun j => e j ≤ a), w j := by
  refine Finset.sum_congr (Finset.filter_congr fun j _ => ⟨fun h => ?_, fun h => ?_⟩)
    fun _ _ => rfl
  · exact (hg.outside j).resolve_right (not_le.mpr (h.trans hx.2))
  · exact h.trans_lt hx.1
```

For $a<x<b$, $n(x)=\sum_{e_j\le a}w_j$, which does not contain $x$. If $e_j<x<b$ then $e_j\ge b$ is excluded and $e_j\le a$ remains; if $e_j\le a$ then $e_j<x$. The two sums run over the same labels. The signs of the weights play no role.

## All momenta

```lean
/-- With positive weights and, for every `k`, both `μ₁ < μ₂` inside one gap `(a k, b k)` of `G_k`, the density is the same at both, the Luttinger
count does not increase, and it drops exactly when some `G_k` has a zero in `(μ₁, μ₂]`. -/
theorem luttinger_count_changes_at_fixed_density {w e : K → ι → ℝ} {a b : K → ℝ} {μ₁ μ₂ : ℝ}
    (hw : ∀ k j, 0 < w k j) (hg : ∀ k, IsGap (e k) (a k) (b k)) (hμ : μ₁ < μ₂)
    (h₁ : ∀ k, a k < μ₁) (h₂ : ∀ k, μ₂ < b k) :
    density w e μ₁ = density w e μ₂ ∧ luttingerCount w e μ₂ ≤ luttingerCount w e μ₁ ∧
      (luttingerCount w e μ₂ < luttingerCount w e μ₁ ↔
        ∃ k, ∃ y ∈ Set.Ioc μ₁ μ₂, green (w k) (e k) y = 0) := by
  have m₁ : ∀ k, μ₁ ∈ Set.Ioo (a k) (b k) := fun k => ⟨h₁ k, hμ.trans (h₂ k)⟩
  have m₂ : ∀ k, μ₂ ∈ Set.Ioo (a k) (b k) := fun k => ⟨(h₁ k).trans hμ, h₂ k⟩
  choose z hz hs using fun k => green_sign_in_gap (hw k) (hg k)
  -- the count at μ is the number of momenta k whose in-gap zero z k lies above μ
  have c₁ : luttingerCount w e μ₁ = (univ.filter fun k => μ₁ < z k).card :=
    congrArg card (Finset.filter_congr fun k _ => (hs k μ₁ (m₁ k)).1)
  have c₂ : luttingerCount w e μ₂ = (univ.filter fun k => μ₂ < z k).card :=
    congrArg card (Finset.filter_congr fun k _ => (hs k μ₂ (m₂ k)).1)
  have sub : (univ.filter fun k => μ₂ < z k) ⊆ univ.filter fun k => μ₁ < z k := fun k hk =>
    mem_filter.mpr ⟨mem_univ _, hμ.trans (mem_filter.mp hk).2⟩
  rw [c₁, c₂]
  refine ⟨Finset.sum_congr rfl fun k _ => ?_, card_le_card sub, fun h => ?_, ?_⟩
  · rw [weightBelow_in_gap _ (hg k) (m₁ k), weightBelow_in_gap _ (hg k) (m₂ k)]
  · obtain ⟨k, hk, hk'⟩ := Finset.exists_mem_notMem_of_card_lt_card h
    have hle : z k ≤ μ₂ := not_lt.mp fun hlt => hk' (mem_filter.mpr ⟨mem_univ _, hlt⟩)
    exact ⟨k, z k, ⟨(mem_filter.mp hk).2, hle⟩, (hs k (z k) (hz k)).2.1.mpr rfl⟩
  · rintro ⟨k, y, hy, hy0⟩
    have hyz : y = z k :=
      (hs k y ⟨(h₁ k).trans hy.1, hy.2.trans_lt (h₂ k)⟩).2.1.mp hy0
    rw [hyz] at hy
    refine card_lt_card ((Finset.ssubset_iff_of_subset sub).mpr
      ⟨k, mem_filter.mpr ⟨mem_univ _, hy.1⟩, fun hk => ?_⟩)
    exact not_lt.mpr hy.2 (mem_filter.mp hk).2
```

Each $k$ has its own gap $(a_k,b_k)$, and `hμ`, `h₁`, `h₂` say $a_k<\mu_1<\mu_2<b_k$ for all $k$. `Set.Ioc μ₁ μ₂` is the half-open interval $(\mu_1,\mu_2]$. The conclusion is
$$N(\mu_1)=N(\mu_2),\qquad L(\mu_2)\le L(\mu_1),$$
$$L(\mu_2)<L(\mu_1)\iff G_k(y)=0 \text{ for some } k \text{ and some } y\in(\mu_1,\mu_2].$$
By hand, let $z_k$ be the zero of $G_k$ in its gap; `choose` picks all of them at once. Then $L(\mu_i)=\#\{k:\mu_i<z_k\}$ for $i=1,2$ (`c₁`, `c₂`). Since $\mu_2<z_k$ implies $\mu_1<z_k$, the second set lies in the first (`sub`), which gives the inequality. The densities agree momentum by momentum through `weightBelow_in_gap`. If the count drops, some $k$ is in the first set only, so $\mu_1<z_k\le\mu_2$ and $z_k$ is the required zero. Conversely, a zero $y\in(\mu_1,\mu_2]$ of $G_k$ lies in the gap, equals $z_k$ by uniqueness (`hyz`), and puts $k$ in the first set only.

For one orbital per cell and a Green's function diagonal in momentum and spin, Luttinger's theorem equates the particle number of each spin with the number of momenta having $G_k(\mu)>0$. No such equality is assumed or derived here, and no self-energy appears. The theorem compares the two sides at two chemical potentials: when a zero lies in $(\mu_1,\mu_2]$, one side changes and the other does not, so $N=L$ can hold at no more than one of them. Continuous spectra, finite temperature and orbital matrices are not covered. With several orbitals the count is that of the positive eigenvalues of the matrix $G_k(\mu)$, and a zero of one diagonal element need not change it.

## The Hubbard atom

```lean
/-- Two poles `0`, `U` with weights `n`, `1 - n`, where `0 < n < 1` and `0 < U`: the weights are
positive and the poles bound a gap containing `nU`, in which
`G(x) > 0` exactly for `x < nU` while the weight below `x` stays `n`. -/
theorem hubbard_atom_witness {n U : ℝ} (hn : 0 < n) (hn1 : n < 1) (hU : 0 < U) :
    (∀ j, 0 < ![n, 1 - n] j) ∧ IsGap ![0, U] 0 U ∧ n * U ∈ Set.Ioo 0 U ∧
      ∀ x ∈ Set.Ioo 0 U, (0 < green ![n, 1 - n] ![0, U] x ↔ x < n * U) ∧
        weightBelow ![n, 1 - n] ![0, U] x = n := by
  have hw : ∀ j, 0 < ![n, 1 - n] j := by
    intro j
    fin_cases j <;> simp [hn, hn1]
  have hg : IsGap ![0, U] 0 U :=
    ⟨hU, ⟨0, rfl⟩, ⟨1, rfl⟩, fun j => by fin_cases j <;> simp⟩
  have hm : n * U ∈ Set.Ioo 0 U := ⟨mul_pos hn hU, by nlinarith⟩
  have h0 : green ![n, 1 - n] ![0, U] (n * U) = 0 := by
    rw [green, Fin.sum_univ_two]
    show n / (n * U - 0) + (1 - n) / (n * U - U) = 0
    rw [div_add_div _ _ (ne_of_gt (by linarith [hm.1])) (ne_of_lt (by linarith [hm.2])),
      div_eq_zero_iff]
    left
    ring
  obtain ⟨z, -, hs⟩ := green_sign_in_gap hw hg
  have hz : n * U = z := (hs _ hm).2.1.mp h0
  refine ⟨hw, hg, hm, fun x hx => ⟨by rw [hz]; exact (hs x hx).1, ?_⟩⟩
  rw [weightBelow, Finset.sum_filter, Fin.sum_univ_two]
  simp [hx.1, not_lt.mpr hx.2.le]

end

end LuttingerGap
```

`![n, 1 - n]` is the list $w_0=n$, $w_1=1-n$, and `![0, U]` gives $e_0=0$, $e_1=U$, with $0<n<1$ and $U>0$. These are the poles and weights of one spin component of a Hubbard atom, a single orbital with level energy $0$ and repulsion $U$, holding one electron, $n$ being the occupation of that spin; they are entered as data. The theorem says that the weights are positive, $(0,U)$ is a gap, $nU$ lies in it, and for $0<x<U$ one has $G(x)>0\iff x<nU$ while the weight below $x$ equals $n$. By hand,
$$G(x)=\frac{n}{x}+\frac{1-n}{x-U}=\frac{x-nU}{x\,(x-U)},$$
with a negative denominator in the gap. Lean verifies $G(nU)=0$ over the common denominator (`h0`), identifies $nU$ with the $z$ of `green_sign_in_gap` (`hz`), and takes the sign from there. For $n=\tfrac12$ the sign changes at $U/2$.

## Without positive weights

The following two examples are worked on paper only. Their negative weights cannot occur in a diagonal component of an exact Green's function; they show what the hypothesis $w_j>0$ does in the theorems. Keep poles at $0$ and $1$ but take weights $1$ and $-1$. Then
$$G(x)=\frac1x-\frac1{x-1}=\frac{1}{x(1-x)}>0 \quad\text{on }(0,1),$$
so there is no zero, and $G(\tfrac14)=G(\tfrac34)=\tfrac{16}{3}$ rules out strict decrease. With both weights equal to $-1$, $G(\tfrac14)=-\tfrac83$ and $G(\tfrac34)=\tfrac83$, so for a single momentum the count rises from $0$ to $1$, against $L(\mu_2)\le L(\mu_1)$.

```lean
#print axioms LuttingerGap.luttinger_count_changes_at_fixed_density
```

```
'LuttingerGap.luttinger_count_changes_at_fixed_density' depends on axioms: [propext, Classical.choice, Quot.sound]
```
